# The finite Qi-Wu-Zhang model with real hopping and mass disorder has a spectrum symmetric about zero

A clean Qi-Wu-Zhang insulator has two orbitals per site of a square lattice. At momentum q its Hamiltonian is

h(q) = sin qx σx + sin qy σy + (u + cos qx + cos qy) σz,

with a uniform mass u. Its two energies are plus and minus the length of the vector multiplying the Pauli matrices, so the levels pair up around zero. If the mass and the hopping amplitudes vary from site to site, momentum no longer labels the states and this argument is lost. With real hopping amplitudes and masses, and no other terms in the Hamiltonian, the pairing nevertheless survives in every finite sample, because it follows from a particle-hole relation that acts site by site.

## The Hamiltonian in real space

Let the sites form a finite set n, with no geometry assumed. Three real matrices on the sites, A, B and M, define

H = -i A⊗σx - i B⊗σy + M⊗σz.

A and B describe the hopping that comes with σx and σy. M holds the masses on its diagonal and the σz part of the hopping off it. Hermiticity will require A and B to be antisymmetric and M to be symmetric.

```lean
import Mathlib

open Matrix
open scoped Kronecker

namespace DisorderedQWZ

noncomputable section

variable {n : Type*} [Fintype n] [DecidableEq n]
```

The Pauli matrices act on the two orbitals, numbered 0 and 1 by `Fin 2`. The first exchanges them:

σx = (0 1; 1 0).

```lean
/-- The Pauli matrix `σx`. -/
def σx : Matrix (Fin 2) (Fin 2) ℂ := !![0, 1; 1, 0]
```

The second is imaginary, which matters below because -iσy is then real:

σy = (0 -i; i 0).

```lean
/-- The Pauli matrix `σy`. -/
def σy : Matrix (Fin 2) (Fin 2) ℂ := !![0, -Complex.I; Complex.I, 0]
```

The third gives the orbitals opposite masses:

σz = (1 0; 0 -1).

```lean
/-- The Pauli matrix `σz`. -/
def σz : Matrix (Fin 2) (Fin 2) ℂ := !![1, 0; 0, -1]
```

The type `Matrix n n ℝ` carries the assumption that A, B and M are real. Since H is complex, their entries are first read as complex numbers.

```lean
/-- A real matrix on the sites, read as a complex matrix. -/
def toC (A : Matrix n n ℝ) : Matrix n n ℂ := A.map (fun r => (r : ℂ))
```

A basis state is a pair (i, a) of a site and an orbital, and `⊗ₖ` is the Kronecker product with the site factor first. The definition of `qwz` is the formula for H, without any symmetry condition on the three matrices.

```lean
/-- The real-space Hamiltonian `H = -i A ⊗ σx - i B ⊗ σy + M ⊗ σz`. -/
def qwz (A B M : Matrix n n ℝ) : Matrix (n × Fin 2) (n × Fin 2) ℂ :=
  (-Complex.I) • (toC A ⊗ₖ σx) + (-Complex.I) • (toC B ⊗ₖ σy) + toC M ⊗ₖ σz
```

## Exchanging orbitals and conjugating

The unitary part of the particle-hole operation exchanges the orbitals on every site:

C = 1⊗σx.

```lean
/-- The operator `C = 1 ⊗ σx`, which exchanges the two orbitals on every site. -/
def orbitalFlip (n : Type*) [DecidableEq n] : Matrix (n × Fin 2) (n × Fin 2) ℂ :=
  (1 : Matrix n n ℂ) ⊗ₖ σx
```

Since σx² = 1,

C² = (1·1)⊗(σx·σx) = 1.

The proof checks σx² = 1 entry by entry and then uses the product rule for Kronecker products.

```lean
/-- Exchanging the orbitals twice does nothing: `C² = 1`. -/
theorem orbitalFlip_sq : orbitalFlip n * orbitalFlip n = 1 := by
  have h : σx * σx = 1 := by
    ext i j
    fin_cases i <;> fin_cases j <;> simp [σx, Matrix.mul_apply, Fin.sum_univ_succ]
  rw [orbitalFlip, ← Matrix.mul_kronecker_mul, h, one_mul, Matrix.one_kronecker_one]
```

Write H* for the entrywise complex conjugate, `(qwz A B M).map star` in Lean, as distinct from the adjoint H†. Conjugation turns -i into i, leaves A, B, M, σx and σz alone, and sends σy to -σy. Only the first term changes sign:

H* = i A⊗σx - i B⊗σy + M⊗σz.

Multiplying by C on both sides acts on the orbital factors alone, through

σxσxσx = σx, σxσyσx = -σy, σxσzσx = -σz.

Therefore

C H* C = i A⊗σx + i B⊗σy - M⊗σz = -H.

In the proof, `hK` is the formula for H*, `hC` moves the conjugation onto the orbital factor, and `hx`, `hy`, `hz` are the three Pauli identities. Only the reality of A, B and M is used.

```lean
/-- Particle-hole symmetry: `C H* C = -H` for all real matrices `A`, `B`, `M`. -/
theorem particle_hole (A B M : Matrix n n ℝ) :
    orbitalFlip n * (qwz A B M).map star * orbitalFlip n = -qwz A B M := by
  -- complex conjugation reverses the sign of the `σx` term only
  have hK : (qwz A B M).map star = Complex.I • (toC A ⊗ₖ σx)
      - Complex.I • (toC B ⊗ₖ σy) + toC M ⊗ₖ σz := by
    ext ⟨i, a⟩ ⟨j, b⟩
    fin_cases a <;> fin_cases b <;> apply Complex.ext <;>
      simp [qwz, toC, σx, σy, σz]
  have hC : ∀ (X : Matrix n n ℂ) (s : Matrix (Fin 2) (Fin 2) ℂ),
      orbitalFlip n * (X ⊗ₖ s) * orbitalFlip n = X ⊗ₖ (σx * s * σx) := by
    intro X s
    simp only [orbitalFlip, ← Matrix.mul_kronecker_mul, one_mul, mul_one]
  -- conjugation by `σx` reverses `σy` and `σz`
  have hx : σx * σx * σx = σx := by
    ext i j
    fin_cases i <;> fin_cases j <;> simp [σx, Matrix.mul_apply, Fin.sum_univ_succ]
  have hy : σx * σy * σx = -σy := by
    ext i j
    fin_cases i <;> fin_cases j <;> simp [σx, σy, Matrix.mul_apply, Fin.sum_univ_succ]
  have hz : σx * σz * σx = -σz := by
    ext i j
    fin_cases i <;> fin_cases j <;> simp [σx, σz, Matrix.mul_apply, Fin.sum_univ_succ]
  rw [hK]
  simp only [mul_add, add_mul, mul_sub, sub_mul, mul_smul_comm, smul_mul_assoc, hC, hx, hy, hz]
  ext ⟨i, a⟩ ⟨j, b⟩
  simp only [qwz, Matrix.add_apply, Matrix.sub_apply, Matrix.smul_apply, Matrix.neg_apply,
    Matrix.kroneckerMap_apply, smul_eq_mul]
  ring
```

Multiplying on the right by C and using C² = 1 gives the form needed to move C past H:

C H* = -H C.

```lean
/-- The particle-hole relation in intertwining form, `C H* = -H C`. -/
theorem flip_mul_conj (A B M : Matrix n n ℝ) :
    orbitalFlip n * (qwz A B M).map star = -qwz A B M * orbitalFlip n := by
  rw [← particle_hole, mul_assoc _ (orbitalFlip n) (orbitalFlip n), orbitalFlip_sq, mul_one]
```

## The partner of an eigenvector

Suppose Hψ = Eψ with ψ ≠ 0. Conjugating gives H*ψ* = E*ψ*, and so

H(Cψ*) = -C H*ψ* = -E* Cψ*.

The partner is nonzero, since Cψ* = 0 would give ψ* = C²ψ* = 0. The two halves of the proof follow these two arguments, with `hc` as the conjugated eigenvalue equation. Symmetry of the matrices is still not assumed, so H may be non-Hermitian and E complex. When E is purely imaginary, and in particular when E = 0, the partner has the same eigenvalue and may be proportional to ψ.

```lean
/-- An eigenvector `ψ` of `H` with eigenvalue `E` has the nonzero partner `C ψ*`,
an eigenvector with eigenvalue `-E*`. -/
theorem particle_hole_partner (A B M : Matrix n n ℝ) (E : ℂ) (ψ : n × Fin 2 → ℂ)
    (hψ : ψ ≠ 0) (h : qwz A B M *ᵥ ψ = E • ψ) :
    orbitalFlip n *ᵥ star ψ ≠ 0 ∧
      qwz A B M *ᵥ (orbitalFlip n *ᵥ star ψ) = (-star E) • (orbitalFlip n *ᵥ star ψ) := by
  constructor
  · intro h0
    apply hψ
    have h1 : orbitalFlip n *ᵥ (orbitalFlip n *ᵥ star ψ) = 0 := by
      rw [h0, Matrix.mulVec_zero]
    rw [Matrix.mulVec_mulVec, orbitalFlip_sq, Matrix.one_mulVec] at h1
    exact star_eq_zero.mp h1
  · -- the conjugated eigenvalue equation `H* ψ* = E* ψ*`
    have hc : (qwz A B M).map star *ᵥ star ψ = star E • star ψ := by
      have h2 : (qwz A B M).map star *ᵥ star ψ = star (qwz A B M *ᵥ ψ) := by
        ext p
        simp [Matrix.mulVec, dotProduct]
      rw [h2, h, star_smul]
    have h3 : qwz A B M * orbitalFlip n = -(orbitalFlip n * (qwz A B M).map star) := by
      rw [flip_mul_conj, neg_mul, neg_neg]
    rw [Matrix.mulVec_mulVec, h3, Matrix.neg_mulVec, ← Matrix.mulVec_mulVec, hc,
      Matrix.mulVec_smul, neg_smul]
```

## Hermiticity turns conjugation into transposition

Now let Aᵀ = -A, Bᵀ = -B and Mᵀ = M; these are the hypotheses `hA`, `hB` and `hM`. The adjoint of the first term is

(-i A⊗σx)† = i Aᵀ⊗σx = -i A⊗σx,

and the second term works in the same way. The third is Hermitian because M is real and symmetric. Hence H† = H. Lean compares the real and imaginary parts of the entries for each pair of orbitals.

```lean
omit [Fintype n] [DecidableEq n] in
/-- For antisymmetric `A`, `B` and symmetric `M` the Hamiltonian is Hermitian. -/
theorem qwz_isHermitian {A B M : Matrix n n ℝ} (hA : Aᵀ = -A) (hB : Bᵀ = -B) (hM : Mᵀ = M) :
    (qwz A B M).IsHermitian := by
  ext ⟨i, a⟩ ⟨j, b⟩
  have hA' : A j i = -A i j := congrFun (congrFun hA i) j
  have hB' : B j i = -B i j := congrFun (congrFun hB i) j
  have hM' : M j i = M i j := congrFun (congrFun hM i) j
  fin_cases a <;> fin_cases b <;> apply Complex.ext <;>
    simp [qwz, toC, σx, σy, σz, Matrix.conjTranspose_apply, hA', hB', hM']
```

Taking the complex conjugate of H† = H gives

Hᵀ = H*.

```lean
omit [Fintype n] [DecidableEq n] in
/-- For antisymmetric `A`, `B` and symmetric `M`, transposing `H` conjugates its entries. -/
theorem qwz_transpose {A B M : Matrix n n ℝ} (hA : Aᵀ = -A) (hB : Bᵀ = -B) (hM : Mᵀ = M) :
    (qwz A B M)ᵀ = (qwz A B M).map star := by
  ext p q
  exact ((qwz_isHermitian hA hB hM).apply q p).symm
```

## Equal determinants at E and -E

A determinant is unchanged by transposition, and det(C)² = det(C²) = 1. For every complex E,

det(E - H) = det(E - Hᵀ)
= det(E - H*)
= det(C(E - H*)C)
= det(E C² - C H* C)
= det(E + H).

The `calc` block has the same steps, with `hd` supplying det(C)² = 1. For a single site, A = B = 0 and M is a number m, so H = mσz and both sides equal E² - m².

```lean
/-- Main theorem: for antisymmetric `A`, `B` and symmetric `M`, `det (E - H) = det (E + H)` for
every complex `E`. -/
theorem det_sub_eq_det_add {A B M : Matrix n n ℝ} (hA : Aᵀ = -A) (hB : Bᵀ = -B)
    (hM : Mᵀ = M) (E : ℂ) :
    (E • 1 - qwz A B M).det = (E • 1 + qwz A B M).det := by
  have hd : (orbitalFlip n).det * (orbitalFlip n).det = 1 := by
    rw [← Matrix.det_mul, orbitalFlip_sq, Matrix.det_one]
  calc (E • 1 - qwz A B M).det = ((E • 1 - qwz A B M)ᵀ).det := (Matrix.det_transpose _).symm
    _ = (E • 1 - (qwz A B M).map star).det := by
        rw [Matrix.transpose_sub, Matrix.transpose_smul, Matrix.transpose_one,
          qwz_transpose hA hB hM]
    _ = (orbitalFlip n * (E • 1 - (qwz A B M).map star) * orbitalFlip n).det := by
        rw [Matrix.det_mul, Matrix.det_mul, mul_right_comm, hd, one_mul]
    _ = (E • 1 + qwz A B M).det := by
        rw [mul_sub, sub_mul, particle_hole, mul_smul_comm, mul_one, smul_mul_assoc,
          orbitalFlip_sq, sub_neg_eq_add]
```

In finite dimension, E belongs to `spectrum ℂ` exactly when E - H is singular, that is, when E is an eigenvalue. Since

-E - H = -(E + H),

-E is an eigenvalue exactly when det(E + H) = 0. By the determinant identity this is the condition det(E - H) = 0 for E. The theorem is about the set of eigenvalues; the determinant identity is stronger, since it also shows that E and -E have the same multiplicity.

```lean
/-- For antisymmetric `A`, `B` and symmetric `M`, the spectrum of `H` is symmetric about zero. -/
theorem spectrum_symmetric {A B M : Matrix n n ℝ} (hA : Aᵀ = -A) (hB : Bᵀ = -B)
    (hM : Mᵀ = M) (E : ℂ) :
    E ∈ spectrum ℂ (qwz A B M) ↔ -E ∈ spectrum ℂ (qwz A B M) := by
  have h : (-E) • 1 - qwz A B M = -(E • 1 + qwz A B M) := by
    rw [neg_smul]
    abel
  rw [spectrum.mem_iff, spectrum.mem_iff, Algebra.algebraMap_eq_smul_one,
    Algebra.algebraMap_eq_smul_one, h, IsUnit.neg_iff, Matrix.isUnit_iff_isUnit_det,
    Matrix.isUnit_iff_isUnit_det, det_sub_eq_det_add hA hB hM]
```

The same symmetry constrains the moments of the density of states. From C Hᵀ = -H C it follows that C (Hᵀ)^p = (-H)^p C for every power p. With p = 2k+1,

tr H^p = tr (Hᵀ)^p = tr(C C (Hᵀ)^p) = tr(C (-H)^p C) = tr (-H)^p = -tr H^p,

so the trace is zero. `SemiconjBy` is Mathlib's name for the relation that is raised to the power p, and the last line solves the equation for the trace.

```lean
/-- For antisymmetric `A`, `B` and symmetric `M`, all odd spectral moments vanish: `tr H^(2k+1) =
0`. -/
theorem odd_moment_zero {A B M : Matrix n n ℝ} (hA : Aᵀ = -A) (hB : Bᵀ = -B)
    (hM : Mᵀ = M) (k : ℕ) : (qwz A B M ^ (2 * k + 1)).trace = 0 := by
  have hs : SemiconjBy (orbitalFlip n) (qwz A B M)ᵀ (-qwz A B M) := by
    rw [qwz_transpose hA hB hM]
    exact flip_mul_conj A B M
  have hp := (hs.pow_right (2 * k + 1)).eq
  -- the odd moment equals its own negative
  have ht : (qwz A B M ^ (2 * k + 1)).trace = ((-qwz A B M) ^ (2 * k + 1)).trace := by
    calc (qwz A B M ^ (2 * k + 1)).trace = ((qwz A B M)ᵀ ^ (2 * k + 1)).trace := by
          rw [← Matrix.transpose_pow, Matrix.trace_transpose]
      _ = (orbitalFlip n * (orbitalFlip n * (qwz A B M)ᵀ ^ (2 * k + 1))).trace := by
          rw [← mul_assoc, orbitalFlip_sq, one_mul]
      _ = ((-qwz A B M) ^ (2 * k + 1)).trace := by
          rw [hp, Matrix.trace_mul_comm, mul_assoc, orbitalFlip_sq, mul_one]
  rw [Odd.neg_pow ⟨k, rfl⟩, Matrix.trace_neg] at ht
  linear_combination (1 / 2 : ℂ) * ht
```

## Random hoppings and random masses

The model is usually written with hopping matrices and their adjoints. Let Tx and Ty be real matrices of hopping amplitudes in the two directions and let u be the mass on each site:

H_lat = Tx⊗(σz - iσx)/2 + Ty⊗(σz - iσy)/2 + adjoints of both + diag(u)⊗σz.

The amplitudes are arbitrary, so every bond may have its own value, and a missing bond or an open edge is a zero entry. Nothing in the definition restricts the hopping to nearest neighbours.

```lean
/-- The lattice Hamiltonian with real hopping amplitudes `Tx`, `Ty` multiplying
`(σz - iσx)/2` and `(σz - iσy)/2`, their adjoints, and on-site masses `u`. -/
def latticeQWZ (Tx Ty : Matrix n n ℝ) (u : n → ℝ) : Matrix (n × Fin 2) (n × Fin 2) ℂ :=
  toC Tx ⊗ₖ ((1 / 2 : ℝ) • (σz - Complex.I • σx))
    + (toC Tx ⊗ₖ ((1 / 2 : ℝ) • (σz - Complex.I • σx)))ᴴ
    + toC Ty ⊗ₖ ((1 / 2 : ℝ) • (σz - Complex.I • σy))
    + (toC Ty ⊗ₖ ((1 / 2 : ℝ) • (σz - Complex.I • σy)))ᴴ
    + toC (Matrix.diagonal u) ⊗ₖ σz
```

The adjoint of the first hopping term is Txᵀ⊗(σz + iσx)/2. Adding the two gives

½(Tx + Txᵀ)⊗σz - i·½(Tx - Txᵀ)⊗σx,

and the y direction gives the same with σy. Comparison with H yields

A = ½(Tx - Txᵀ),
B = ½(Ty - Tyᵀ),
M = diag(u) + ½(Tx + Txᵀ + Ty + Tyᵀ).

Lean verifies the equality for each pair of orbitals, in real and imaginary parts.

```lean
omit [Fintype n] in
/-- The lattice Hamiltonian has the form `qwz A B M`, with `A`, `B` the antisymmetric parts
of the hoppings and `M` the masses plus the symmetric parts. -/
theorem latticeQWZ_eq (Tx Ty : Matrix n n ℝ) (u : n → ℝ) :
    latticeQWZ Tx Ty u = qwz ((1 / 2 : ℝ) • (Tx - Txᵀ)) ((1 / 2 : ℝ) • (Ty - Tyᵀ))
      (Matrix.diagonal u + (1 / 2 : ℝ) • (Tx + Txᵀ + Ty + Tyᵀ)) := by
  unfold latticeQWZ
  generalize Matrix.diagonal u = D
  ext ⟨i, a⟩ ⟨j, b⟩
  fin_cases a <;> fin_cases b <;> apply Complex.ext <;>
    simp [qwz, toC, σx, σy, σz, Matrix.conjTranspose_apply] <;> ring
```

A and B are antisymmetric and M is symmetric by construction, whatever Tx, Ty and u are. The spectrum of H_lat is therefore symmetric for each disorder realisation separately, with no averaging. In the proof `hanti` supplies the antisymmetry, and the closing lines supply the symmetry of M.

```lean
/-- For all real hopping amplitudes and on-site masses, the spectrum of the lattice
Hamiltonian is symmetric about zero. -/
theorem latticeQWZ_spectrum_symmetric (Tx Ty : Matrix n n ℝ) (u : n → ℝ) (E : ℂ) :
    E ∈ spectrum ℂ (latticeQWZ Tx Ty u) ↔ -E ∈ spectrum ℂ (latticeQWZ Tx Ty u) := by
  have hanti : ∀ T : Matrix n n ℝ,
      ((1 / 2 : ℝ) • (T - Tᵀ))ᵀ = -((1 / 2 : ℝ) • (T - Tᵀ)) := by
    intro T
    ext i j
    simp only [Matrix.transpose_apply, Matrix.smul_apply, Matrix.sub_apply, Matrix.neg_apply,
      smul_eq_mul]
    ring
  rw [latticeQWZ_eq]
  refine spectrum_symmetric (hanti Tx) (hanti Ty) ?_ E
  rw [Matrix.transpose_add, Matrix.diagonal_transpose]
  congr 1
  ext i j
  simp only [Matrix.transpose_apply, Matrix.smul_apply, Matrix.add_apply, smul_eq_mul]
  ring

end

end DisorderedQWZ
```

```lean
#print axioms DisorderedQWZ.particle_hole_partner
#print axioms DisorderedQWZ.det_sub_eq_det_add
#print axioms DisorderedQWZ.odd_moment_zero
#print axioms DisorderedQWZ.latticeQWZ_spectrum_symmetric
```

```
'DisorderedQWZ.particle_hole_partner' depends on axioms: [propext, Classical.choice, Quot.sound]
'DisorderedQWZ.det_sub_eq_det_add' depends on axioms: [propext, Classical.choice, Quot.sound]
'DisorderedQWZ.odd_moment_zero' depends on axioms: [propext, Classical.choice, Quot.sound]
'DisorderedQWZ.latticeQWZ_spectrum_symmetric' depends on axioms: [propext, Classical.choice, Quot.sound]
```

## Which disorder is covered

The result concerns non-interacting particles on finitely many sites. When all the levels of such a sample are computed numerically, a spectrum that is asymmetric beyond rounding error points to a mistake in the matrix or to a term outside this class.

A scalar on-site potential is such a term. On one site, mσz + v has the energies v + m and v - m, which are not symmetric about zero unless v = 0. Complex hopping amplitudes, such as those produced by a magnetic flux, also fall outside the hypotheses.

The symmetry says nothing about whether the sample is topological: an energy gap, a Chern number and edge states are separate questions, and the pairing of levels holds for every strength of the mass.
